# Broadening lowers the static response of finitely many gapped transitions by at most the fraction $\eta^2/(E_g^2+\eta^2)$

For a finite, nonempty set of transitions with weights $w_j>0$ and gaps $D_j\ge E_g>0$, the static response $A(\eta)=\sum_j 2w_jD_j/(D_j^2+\eta^2)$ at broadening $\eta$ strictly decreases on $\eta\ge 0$ and lies below $A(0)$ by at most $A(0)\,\eta^2/(E_g^2+\eta^2)$. As $\eta\to 0$, the lost response $A(0)-A(\eta)$ divided by $\eta^2$ tends to $\sum_j 2w_j/D_j^3$.

```lean
import Mathlib

open Filter Topology

namespace BroadenedStaticResponse

noncomputable section

variable {ι : Type*} [Fintype ι]

/-- Linear response at complex frequency `z` of transitions with weights `w j` and gaps `D j`,
with resonant and antiresonant terms; the domain is `z ≠ D j` and `z ≠ -D j` for all `j`. -/
def response (w D : ι → ℝ) (z : ℂ) : ℂ :=
  ∑ j, (w j : ℂ) * (1 / ((D j : ℂ) - z) + 1 / ((D j : ℂ) + z))

/-- Static response with broadening `η`, as a real sum over transitions; the domain is
that no gap `D j` vanishes together with `η`. -/
def staticResponse (w D : ι → ℝ) (η : ℝ) : ℝ :=
  ∑ j, 2 * w j * D j / (D j ^ 2 + η ^ 2)

/-- For positive gaps, the linear response at the imaginary frequency `iη` is the static
response with broadening `η`. -/
theorem response_imaginary (w D : ι → ℝ) (hD : ∀ j, 0 < D j) (η : ℝ) :
    response w D ((η : ℂ) * Complex.I) = (staticResponse w D η : ℂ) := by
  unfold response staticResponse
  push_cast
  refine Finset.sum_congr rfl fun j _ => ?_
  -- the real part of both denominators is the gap, so neither vanishes
  have h1 : (D j : ℂ) - (η : ℂ) * Complex.I ≠ 0 := by
    intro e
    have := congrArg Complex.re e
    simp at this
    exact (hD j).ne' this
  have h2 : (D j : ℂ) + (η : ℂ) * Complex.I ≠ 0 := by
    intro e
    have := congrArg Complex.re e
    simp at this
    exact (hD j).ne' this
  have e : (D j : ℂ) ^ 2 + (η : ℂ) ^ 2
      = ((D j : ℂ) - (η : ℂ) * Complex.I) * ((D j : ℂ) + (η : ℂ) * Complex.I) := by
    linear_combination (η : ℂ) ^ 2 * Complex.I_sq
  rw [e, div_add_div _ _ h1 h2, ← mul_div_assoc]
  congr 1
  ring

/-- For positive gaps, the response lost to broadening is exactly `η²` times a sum over
transitions. -/
theorem deficit_eq (w D : ι → ℝ) (hD : ∀ j, 0 < D j) (η : ℝ) :
    staticResponse w D 0 - staticResponse w D η
      = η ^ 2 * ∑ j, 2 * w j / (D j * (D j ^ 2 + η ^ 2)) := by
  unfold staticResponse
  rw [← Finset.sum_sub_distrib, Finset.mul_sum]
  refine Finset.sum_congr rfl fun j _ => ?_
  have hj := hD j
  have a : D j ^ 2 + (0 : ℝ) ^ 2 ≠ 0 := by positivity
  have b : D j ^ 2 + η ^ 2 ≠ 0 := by positivity
  rw [div_sub_div _ _ a b, ← mul_div_assoc,
    div_eq_div_iff (mul_ne_zero a b) (mul_ne_zero hj.ne' b)]
  ring

/-- For positive gaps and a positive reference gap `Eg`, and with `A` the static response, the
estimate `A(0) η² / (Eg² + η²)` minus the lost response `A(0) - A(η)` is a sum of terms proportional
to `D j² - Eg²`. -/
theorem gap_bound_slack (w D : ι → ℝ) (hD : ∀ j, 0 < D j) {Eg : ℝ} (hE : 0 < Eg) (η : ℝ) :
    staticResponse w D 0 * (η ^ 2 / (Eg ^ 2 + η ^ 2))
        - (staticResponse w D 0 - staticResponse w D η)
      = ∑ j, 2 * w j * η ^ 2 * (D j ^ 2 - Eg ^ 2)
          / (D j * (D j ^ 2 + η ^ 2) * (Eg ^ 2 + η ^ 2)) := by
  rw [deficit_eq w D hD]
  unfold staticResponse
  rw [Finset.sum_mul, Finset.mul_sum, ← Finset.sum_sub_distrib]
  refine Finset.sum_congr rfl fun j _ => ?_
  have hj := hD j
  have p : (D j ^ 2 + (0 : ℝ) ^ 2) * (Eg ^ 2 + η ^ 2) ≠ 0 := by positivity
  have q : D j * (D j ^ 2 + η ^ 2) ≠ 0 := by positivity
  have r : D j * (D j ^ 2 + η ^ 2) * (Eg ^ 2 + η ^ 2) ≠ 0 := by positivity
  rw [div_mul_div_comm, ← mul_div_assoc, div_sub_div _ _ p q,
    div_eq_div_iff (mul_ne_zero p q) r]
  ring

/-- With at least one transition, positive weights and positive gaps, the static response
strictly decreases as the broadening grows from zero. -/
theorem staticResponse_strictAntiOn [Nonempty ι] (w D : ι → ℝ) (hw : ∀ j, 0 < w j)
    (hD : ∀ j, 0 < D j) : StrictAntiOn (staticResponse w D) (Set.Ici 0) := by
  intro a ha b _ hab
  have ha' : 0 ≤ a := ha
  show staticResponse w D b < staticResponse w D a
  unfold staticResponse
  refine Finset.sum_lt_sum_of_nonempty Finset.univ_nonempty fun j _ => ?_
  have hj := hD j
  have hwj := hw j
  -- each Lorentzian has a fixed numerator and a growing denominator
  exact div_lt_div_of_pos_left (by positivity) (by positivity) (by nlinarith)

/-- For positive gaps, the lost response divided by `η²` tends to the sum of `2 w j / D j³`
as the broadening `η` tends to zero. -/
theorem deficit_tendsto (w D : ι → ℝ) (hD : ∀ j, 0 < D j) :
    Tendsto (fun η : ℝ => (staticResponse w D 0 - staticResponse w D η) / η ^ 2)
      (𝓝[≠] 0) (𝓝 (∑ j, 2 * w j / D j ^ 3)) := by
  have hc : Continuous fun η : ℝ => ∑ j, 2 * w j / (D j * (D j ^ 2 + η ^ 2)) :=
    continuous_finsetSum _ fun j _ => continuous_const.div (by fun_prop) fun η => by
      have := hD j
      positivity
  have e : ∑ j, 2 * w j / (D j * (D j ^ 2 + (0 : ℝ) ^ 2)) = ∑ j, 2 * w j / D j ^ 3 := by
    refine Finset.sum_congr rfl fun j _ => ?_
    congr 1
    ring
  rw [← e]
  refine ((hc.tendsto 0).mono_left nhdsWithin_le_nhds).congr' ?_
  -- away from zero broadening the factor `η²` cancels
  filter_upwards [self_mem_nhdsWithin] with η hη
  have hη' : η ≠ 0 := hη
  rw [deficit_eq w D hD, mul_div_cancel_left₀ _ (pow_ne_zero 2 hη')]

/-- For at least one transition, positive weights and gaps at least `Eg > 0`, the static response
`A(η)` strictly decreases for `η ≥ 0`, loses between `0` and `A(0) η² / (Eg² + η²)`, and
`(A(0) - A(η)) / η²` tends to the sum of `2 w j / D j³` as `η` tends to zero. -/
theorem broadening_of_static_response [Nonempty ι] (w D : ι → ℝ) {Eg : ℝ} (hE : 0 < Eg)
    (hw : ∀ j, 0 < w j) (hg : ∀ j, Eg ≤ D j) :
    StrictAntiOn (staticResponse w D) (Set.Ici 0) ∧
    (∀ η : ℝ, 0 ≤ staticResponse w D 0 - staticResponse w D η ∧
      staticResponse w D 0 - staticResponse w D η
        ≤ staticResponse w D 0 * (η ^ 2 / (Eg ^ 2 + η ^ 2))) ∧
    Tendsto (fun η : ℝ => (staticResponse w D 0 - staticResponse w D η) / η ^ 2)
      (𝓝[≠] 0) (𝓝 (∑ j, 2 * w j / D j ^ 3)) := by
  have hD : ∀ j, 0 < D j := fun j => hE.trans_le (hg j)
  refine ⟨staticResponse_strictAntiOn w D hw hD, fun η => ⟨?_, ?_⟩, deficit_tendsto w D hD⟩
  · rw [deficit_eq w D hD]
    refine mul_nonneg (sq_nonneg η) (Finset.sum_nonneg fun j _ => ?_)
    have hj := hD j
    have hwj := hw j
    positivity
  · -- every term of the slack is nonnegative because `D j ≥ Eg`
    rw [← sub_nonneg, gap_bound_slack w D hD hE]
    refine Finset.sum_nonneg fun j _ => ?_
    have hj := hD j
    have hwj := hw j
    exact div_nonneg (mul_nonneg (by positivity)
      (sub_nonneg.2 (pow_le_pow_left₀ hE.le (hg j) 2))) (by positivity)

/-- For positive weights, gaps at least `Eg > 0` and nonzero broadening, the upper bound on the
lost response is attained exactly when every transition has gap `Eg`. -/
theorem gap_bound_eq_iff (w D : ι → ℝ) {Eg η : ℝ} (hE : 0 < Eg) (hη : η ≠ 0)
    (hw : ∀ j, 0 < w j) (hg : ∀ j, Eg ≤ D j) :
    staticResponse w D 0 - staticResponse w D η
        = staticResponse w D 0 * (η ^ 2 / (Eg ^ 2 + η ^ 2)) ↔ ∀ j, D j = Eg := by
  have hD : ∀ j, 0 < D j := fun j => hE.trans_le (hg j)
  rw [eq_comm, ← sub_eq_zero, gap_bound_slack w D hD hE, Finset.sum_eq_zero_iff_of_nonneg]
  · constructor
    · intro h j
      by_contra hne
      have hlt : Eg < D j := lt_of_le_of_ne (hg j) (Ne.symm hne)
      have hj := hD j
      have hwj := hw j
      have hs : 0 < D j ^ 2 - Eg ^ 2 := by nlinarith
      -- a transition above `Eg` leaves a strictly positive slack
      have hpos : 0 < 2 * w j * η ^ 2 * (D j ^ 2 - Eg ^ 2)
          / (D j * (D j ^ 2 + η ^ 2) * (Eg ^ 2 + η ^ 2)) :=
        div_pos (mul_pos (by positivity) hs) (by positivity)
      exact hpos.ne' (h j (Finset.mem_univ j))
    · intro h j _
      rw [h j, sub_self, mul_zero, zero_div]
  · intro j _
    have hj := hD j
    have hwj := hw j
    exact div_nonneg (mul_nonneg (by positivity)
      (sub_nonneg.2 (pow_le_pow_left₀ hE.le (hg j) 2))) (by positivity)

end

end BroadenedStaticResponse
```

```lean
#print axioms BroadenedStaticResponse.response_imaginary
#print axioms BroadenedStaticResponse.broadening_of_static_response
#print axioms BroadenedStaticResponse.gap_bound_eq_iff
```

```
'BroadenedStaticResponse.response_imaginary' depends on axioms: [propext, Classical.choice, Quot.sound]
'BroadenedStaticResponse.broadening_of_static_response' depends on axioms: [propext, Classical.choice, Quot.sound]
'BroadenedStaticResponse.gap_bound_eq_iff' depends on axioms: [propext, Classical.choice, Quot.sound]
```

## Three properties of one Lorentzian sum

The main theorem is `broadening_of_static_response`. Its conclusion has three parts, joined by `∧`.

The first part, `StrictAntiOn (staticResponse w D) (Set.Ici 0)`, says that $0\le a<b$ implies $A(b)<A(a)$. The set `Set.Ici 0` is the closed half-line $[0,\infty)$, so the comparison with the unbroadened value $A(0)$ is included.

The second part holds for every real $\eta$, of either sign:
$$0\le A(0)-A(\eta)\le A(0)\,\frac{\eta^2}{E_g^2+\eta^2}.$$

The third part is the limit
$$\lim_{\eta\to0}\frac{A(0)-A(\eta)}{\eta^2}=\sum_j\frac{2w_j}{D_j^3}.$$
In Lean the limit is written with `𝓝[≠] 0`, the neighbourhoods of zero with zero itself removed. It is therefore two-sided, and the quotient at $\eta=0$ plays no role.

A separate theorem, `gap_bound_eq_iff`, says when the upper bound is sharp. For $\eta\ne0$ it is an equality exactly when $D_j=E_g$ for every $j$. At $\eta=0$ both sides vanish whatever the gaps are, which is why nonzero broadening is assumed there.

## Transitions, weights and the complex frequency

The finite type `ι` labels the transitions, and the functions `w` and `D` from `ι` to the real numbers give their weights and gaps. In a sum over states for a diagonal component of the electric polarizability, with the system in its ground state, $w_j$ is the squared modulus of a dipole matrix element and $D_j$ is an excitation energy. Frequencies and broadenings are measured in the same units as the gaps, so $\hbar=1$.

The definition `response` is the linear response at complex frequency $z$,
$$\chi(z)=\sum_j w_j\left(\frac{1}{D_j-z}+\frac{1}{D_j+z}\right),$$
with a resonant and an antiresonant term for each transition. The same $z$ enters both terms. This is the retarded convention, in which a real frequency $\omega$ with broadening $\eta$ becomes $z=\omega+i\eta$. The static case $\omega=0$ then means $z=i\eta$. The theorem `response_imaginary` proves that $\chi(i\eta)=A(\eta)$, so the real Lorentzian sum in `staticResponse` follows from the complex response. The equation is one between complex numbers, and it therefore also says that the imaginary part of $\chi(i\eta)$ is zero.

The hypothesis `hE` says that $E_g>0$, and `hg` says that no gap is smaller than $E_g$. Physically, $E_g$ is a floor under the transition energies, as in a molecule or an insulator with a finite excitation gap. It need not be attained by any transition, but the bound is tightest when $E_g$ is the smallest gap present.

The hypothesis `hw` makes every weight positive. A squared modulus is never negative, and a transition whose matrix element vanishes is simply left out of the list. Off-diagonal components of a response tensor can have negative weights, and the main theorem does not cover that case.

The instance `[Nonempty ι]` supplies at least one transition. With none, $A$ is identically zero and does not strictly decrease.

The weights and gaps are inputs: nothing here derives them from a Hamiltonian. The sum is finite, as it is for a truncated list of excitations or for finitely many bands on a finite mesh of crystal momenta, and a continuum of transitions would need a separate argument. One broadening is shared by all transitions, and it changes neither the weights nor the gaps.

For a computed static polarizability that is a finite sum over states of this kind, the theorem bounds the reduction caused by a common artificial broadening. With $\eta=E_g/10$, for example, the relative loss is at most $1/101$, just under one per cent.

## From two poles to a Lorentzian

Since $D_j>0$, neither $D_j-i\eta$ nor $D_j+i\eta$ vanishes. Their product is $D_j^2+\eta^2$ and their sum is $2D_j$, so
$$w_j\left(\frac{1}{D_j-i\eta}+\frac{1}{D_j+i\eta}\right)=\frac{2w_jD_j}{D_j^2+\eta^2}.$$
Summing over $j$ gives $\chi(i\eta)=A(\eta)$.

The proof of `response_imaginary` takes the same route. `Finset.sum_congr` reduces the equality of sums to an equality for one $j$. The facts `h1` and `h2` show that the denominators are nonzero: if one of them vanished, so would its real part, which is $D_j$. The identity `e` factorises $D_j^2+\eta^2$ by means of $i^2=-1$. `div_add_div` then puts the two fractions over the common denominator, and `ring` compares the numerators.

## The lost response as an exact sum

At zero broadening each transition contributes $2w_jD_j/D_j^2=2w_j/D_j$. The loss from one transition is
$$\frac{2w_j}{D_j}-\frac{2w_jD_j}{D_j^2+\eta^2}
=\frac{2w_j\left(D_j^2+\eta^2\right)-2w_jD_j^2}{D_j(D_j^2+\eta^2)}
=\eta^2\,\frac{2w_j}{D_j(D_j^2+\eta^2)}.$$
Summing over all transitions gives
$$A(0)-A(\eta)=\eta^2\,S(\eta),\qquad S(\eta)=\sum_j\frac{2w_j}{D_j(D_j^2+\eta^2)}.$$

This is `deficit_eq`. It needs positive gaps but no sign condition on the weights. In Lean, the two sums are merged into one, the denominators are shown to be nonzero, and the equality of fractions is cross-multiplied into a polynomial identity that `ring` closes.

When the weights are positive, every term of $S(\eta)$ is positive. Hence $A(0)-A(\eta)\ge0$, which is the lower bound in the main theorem.

## What remains below the gap bound

The upper bound follows from an exact formula for the difference between its two sides. For one transition,
$$\frac{2w_j}{D_j}\,\frac{\eta^2}{E_g^2+\eta^2}-\frac{2w_j\,\eta^2}{D_j(D_j^2+\eta^2)}
=\frac{2w_j\eta^2}{D_j}\cdot\frac{(D_j^2+\eta^2)-(E_g^2+\eta^2)}{(E_g^2+\eta^2)(D_j^2+\eta^2)},$$
and the last numerator is $D_j^2-E_g^2$. Summing over $j$,
$$A(0)\frac{\eta^2}{E_g^2+\eta^2}-\bigl(A(0)-A(\eta)\bigr)
=\sum_j\frac{2w_j\eta^2\,(D_j^2-E_g^2)}{D_j(D_j^2+\eta^2)(E_g^2+\eta^2)}.$$

This is `gap_bound_slack`. Its proof first replaces the lost response by the sum from `deficit_eq` and then compares the fractions term by term, again ending in `ring`. The identity itself does not use $D_j\ge E_g$. That condition enters when signs are read off: $D_j\ge E_g>0$ gives $D_j^2\ge E_g^2$, so with positive weights no term is negative and the upper bound holds. In the main theorem `pow_le_pow_left₀` supplies the inequality between the squares, and `positivity` handles the remaining factors.

The same formula settles the case of equality. The bound is attained exactly when the sum on the right is zero, and a sum of nonnegative terms is zero exactly when each term is. For $\eta\ne0$ and $w_j>0$, the only factor that can vanish is $D_j^2-E_g^2$, and since both energies are positive this means $D_j=E_g$. The proof of `gap_bound_eq_iff` uses `Finset.sum_eq_zero_iff_of_nonneg` for the statement about sums. It then argues by contradiction: a transition with $D_j>E_g$ would have a strictly positive term, called `hpos`. Strict positivity of the weights matters here, because a transition of zero weight could lie above $E_g$ without disturbing the equality.

## Monotonicity, one transition at a time

Let $0\le a<b$. Then $a^2<b^2$, so $D_j^2+a^2<D_j^2+b^2$. The numerator $2w_jD_j$ is positive and does not depend on the broadening, hence
$$\frac{2w_jD_j}{D_j^2+b^2}<\frac{2w_jD_j}{D_j^2+a^2}.$$
Adding these strict inequalities over a nonempty set of transitions gives $A(b)<A(a)$.

In `staticResponse_strictAntiOn`, the summation is done by `Finset.sum_lt_sum_of_nonempty` and the comparison of fractions by `div_lt_div_of_pos_left`. The inequality between the denominators is left to `nlinarith`, which uses $0\le a<b$.

## The quadratic coefficient

For $\eta\ne0$, dividing the exact formula for the lost response by $\eta^2$ gives
$$\frac{A(0)-A(\eta)}{\eta^2}=S(\eta).$$
The function $S$ is a finite sum of continuous functions, because $D_j(D_j^2+\eta^2)$ is positive for every real $\eta$. Its limit at zero is therefore its value there,
$$S(0)=\sum_j\frac{2w_j}{D_j\cdot D_j^2}=\sum_j\frac{2w_j}{D_j^3}.$$

In `deficit_tendsto`, `hc` is the continuity of $S$ and `e` evaluates $S(0)$. The limit of $S$ is restricted to nonzero $\eta$ by `mono_left`, and `congr'` then transfers it to the quotient, which agrees with $S$ at those points. Like `deficit_eq`, this theorem assumes positive gaps only, so it also holds for weights of mixed sign. The cube in the denominator makes the coefficient more sensitive to small gaps than $A(0)=\sum_j2w_j/D_j$ is.

The main theorem obtains $D_j>0$ from $0<E_g\le D_j$, takes the monotonicity and the limit from these two results, and reads the two bounds off the exact sums.
